# The Brezin–Itzykson function falls strictly from one, with γ g(γ)/ln γ → 4/π as γ → ∞

A code that uses the static-field exponent for pair creation in a rapidly oscillating field can be wrong by many orders of magnitude. Take an electron mass $m$ equal to ten times the field frequency $\omega$ (natural units, $\hbar=c=1$) and a peak force $F=eE$ equal to $m\omega/10$. The static factor $\exp(-\pi m^2/F)$ is then about $e^{-314}$, while the factor with the frequency correction is at least $e^{-120}$. The static formula is too small by more than 80 powers of ten.

The correction is a function $g$ of the Keldysh parameter $\gamma=m\omega/F$, which is small for a slow, strong field and large for a fast, weak one. It is given by an integral, and a careless quadrature of that integral also fails at large $\gamma$. Explicit bounds on $g$ expose both faults.

## Values and bounds for every Keldysh parameter

The Brezin–Itzykson function is

$$g(\gamma)=\frac4\pi\int_0^1\sqrt{\frac{1-y^2}{1+\gamma^2y^2}}\;dy .$$

It satisfies $g(0)=1$ and decreases strictly on $[0,\infty)$. For all $\gamma\ge0$,

$$\frac1{\sqrt{1+\gamma^2}}\le g(\gamma)\le 1,\qquad
\operatorname{arsinh}\gamma-1\le\frac\pi4\,\gamma g(\gamma)\le\operatorname{arsinh}\gamma .$$

As $\gamma\to\infty$, $\gamma g(\gamma)/\ln\gamma\to4/\pi$.

For the exponential factor $P=\exp\!\big(-\tfrac{\pi m^2}{F}\,g(\tfrac{m\omega}{F})\big)$ with $m,\omega,F>0$ and $F\le m\omega$, this gives

$$e^{-8m/\omega}\Big(\frac F{m\omega}\Big)^{4m/\omega}\le P\le e^{4m/\omega}\Big(\frac F{m\omega}\Big)^{4m/\omega}.$$

The power has a direct reading. A pair costs the energy $2m$, hence about $2m/\omega$ photons, and each photon brings one factor of the intensity, which is proportional to $F^2$.

## Quadrature checks and the choice of regime

The arsinh bounds test any numerical routine for $g$. At $\gamma=10^6$ the integrand is a peak of width about $10^{-6}$ at $y=0$. The trapezoidal rule with 100 equal steps gives the endpoint $y=0$ the weight $0.005$, so it returns at least $0.005$ for the integral. The upper bound $\operatorname{arsinh}(\gamma)/\gamma$ is about $1.45\times10^{-5}$, and the result is rejected at once.

The first pair of bounds tells when the static exponent is good enough. Replacing $g$ by 1 changes the exponent by at most $\frac{\pi m^2}{F}\big(1-1/\sqrt{1+\gamma^2}\big)$. A small $\gamma$ alone doesn't settle the matter, because the prefactor $\pi m^2/F$ may be large.

The logarithmic limit is approached slowly, and it should not replace the integral at moderate $\gamma$. At $\gamma=100$ the ratio $\gamma g(\gamma)/\ln\gamma$ is still about 8 percent above $4/\pi$. The logarithmic bounds below are looser and place it only between 0.78 and 1.44 times $4/\pi$.

## From the quarter disc to the power law

**Static value.** At $\gamma=0$ the integral is $\int_0^1\sqrt{1-y^2}\,dy=\pi/4$, the area of a quarter disc, so $g(0)=1$.

**Strict decrease.** Let $0\le a<b$. For $y\in[0,1]$ we have $1+a^2y^2\le1+b^2y^2$ and $1-y^2\ge0$, so the integrand for $b$ is at most the integrand for $a$. At $y=1/2$ the inequality is strict. Both integrands are continuous, so the integrals differ strictly, and $g(b)<g(a)$.

**Small $\gamma$.** The upper bound $g(\gamma)\le g(0)=1$ follows from the decrease. For the lower bound, $1+\gamma^2y^2\le1+\gamma^2$ on $[0,1]$, hence

$$g(\gamma)\ge\frac1{\sqrt{1+\gamma^2}}\cdot\frac4\pi\int_0^1\sqrt{1-y^2}\,dy=\frac1{\sqrt{1+\gamma^2}} .$$

**The arsinh bounds.** Write $R(y)=\sqrt{1+\gamma^2y^2}$. Since $\frac{d}{dy}\operatorname{arsinh}(\gamma y)=\gamma/R(y)$,

$$\int_0^1\frac{\gamma}{R(y)}\,dy=\operatorname{arsinh}\gamma .$$

By definition $\frac\pi4\gamma g(\gamma)=\int_0^1\gamma\sqrt{1-y^2}/R(y)\,dy$. From $\sqrt{1-y^2}\le1$ comes the upper bound. For the lower bound, $(1-y^2)-(1-y)^2=2y(1-y)\ge0$, so $\sqrt{1-y^2}\ge1-y$. Also $\gamma y\le R(y)$. Therefore

$$\frac{\gamma\sqrt{1-y^2}}{R(y)}\ge\frac{\gamma}{R(y)}-\frac{\gamma y}{R(y)}\ge\frac{\gamma}{R(y)}-1,$$

and integration gives $\operatorname{arsinh}\gamma-1$.

**Logarithms.** Use $\operatorname{arsinh}\gamma=\ln(\gamma+\sqrt{1+\gamma^2})$. For $\gamma\ge1$ this is at least $\ln\gamma$. Since $1+\gamma^2\le4\gamma^2$, it is at most $\ln(3\gamma)=\ln\gamma+\ln3\le\ln\gamma+2$. Hence

$$\ln\gamma-1\le\frac\pi4\gamma g(\gamma)\le\ln\gamma+2\qquad(\gamma\ge1).$$

For $\gamma>1$, division by $\ln\gamma>0$ and multiplication by $4/\pi$ give

$$\frac4\pi\Big(1-\frac1{\ln\gamma}\Big)\le\frac{\gamma g(\gamma)}{\ln\gamma}\le\frac4\pi\Big(1+\frac2{\ln\gamma}\Big),$$

and both sides tend to $4/\pi$.

**Power law.** With $\gamma=m\omega/F$ the exponent can be rewritten as

$$\frac{\pi m^2}{F}g(\gamma)=\frac{4m}{\omega}\cdot\frac\pi4\gamma g(\gamma).$$

If $F\le m\omega$, then $\gamma\ge1$, and this lies between $\frac{4m}\omega(\ln\gamma-1)$ and $\frac{4m}\omega(\ln\gamma+2)$. Changing the sign and exponentiating turns $\ln\gamma$ into $\gamma^{-4m/\omega}=(F/(m\omega))^{4m/\omega}$, with the constants $e^{4m/\omega}$ and $e^{-8m/\omega}$.

## The Lean file

```lean
import Mathlib

open Real Filter Topology Set

namespace BrezinItzykson

noncomputable section

/-- The Brezin-Itzykson function of the Keldysh parameter `γ`. -/
def g (γ : ℝ) : ℝ :=
  4 / π * ∫ y in (0 : ℝ)..1, √((1 - y ^ 2) / (1 + γ ^ 2 * y ^ 2))

/-- The exponential factor of pair creation for mass `m`, field frequency `ω` and
force `F = eE`, in natural units. -/
def pairFactor (m ω F : ℝ) : ℝ :=
  exp (-(π * m ^ 2 / F * g (m * ω / F)))

/-- The integrand of the Brezin-Itzykson function is continuous. -/
theorem continuous_integrand (γ : ℝ) :
    Continuous fun y : ℝ => √((1 - y ^ 2) / (1 + γ ^ 2 * y ^ 2)) := by
  have h : ∀ y : ℝ, 1 + γ ^ 2 * y ^ 2 ≠ 0 := fun y => by positivity
  refine Continuous.sqrt (Continuous.div ?_ ?_ h) <;> fun_prop

/-- In a static field, `γ = 0`, the Brezin-Itzykson function equals one. -/
theorem g_zero : g 0 = 1 := by
  have hc : Continuous fun x : ℝ => √(1 - x ^ 2) := by fun_prop
  -- the quarter disc is half of the half disc
  have h1 := intervalIntegral.integral_comp_neg (a := 0) (b := 1)
    (fun x : ℝ => √(1 - x ^ 2))
  simp only [neg_sq, neg_zero] at h1
  have h2 := intervalIntegral.integral_add_adjacent_intervals
    (hc.intervalIntegrable (μ := MeasureTheory.volume) (-1) 0)
    (hc.intervalIntegrable (μ := MeasureTheory.volume) 0 1)
  rw [integral_sqrt_one_sub_sq] at h2
  have h3 : ∫ x in (0 : ℝ)..1, √(1 - x ^ 2) = π / 4 := by linarith
  have h4 : g 0 = 4 / π * ∫ x in (0 : ℝ)..1, √(1 - x ^ 2) := by
    simp [g]
  rw [h4, h3]
  field_simp

/-- The Brezin-Itzykson function is strictly decreasing on the half-line `γ ≥ 0`. -/
theorem g_strictAntiOn : StrictAntiOn g (Ici 0) := by
  intro a ha b _ hab
  have ha0 : (0 : ℝ) ≤ a := ha
  have hsq : a ^ 2 < b ^ 2 := by nlinarith
  unfold g
  refine mul_lt_mul_of_pos_left ?_ (by positivity)
  refine intervalIntegral.integral_lt_integral_of_continuousOn_of_le_of_exists_lt
    one_pos (continuous_integrand b).continuousOn (continuous_integrand a).continuousOn
    ?_ ⟨1 / 2, ⟨by norm_num, by norm_num⟩, ?_⟩
  · intro y hy
    have hy2 : 0 ≤ 1 - y ^ 2 := by nlinarith [hy.1, hy.2]
    exact Real.sqrt_le_sqrt (div_le_div_of_nonneg_left hy2 (by positivity)
      (by nlinarith [sq_nonneg y]))
  · exact Real.sqrt_lt_sqrt (div_nonneg (by norm_num) (by positivity))
      (div_lt_div_of_pos_left (by norm_num) (by positivity) (by linarith))

/-- For every Keldysh parameter `γ ≥ 0`, the Brezin-Itzykson function lies between
`1 / √(1 + γ²)` and one. -/
theorem g_tunnelling_bounds {γ : ℝ} (hγ : 0 ≤ γ) :
    1 / √(1 + γ ^ 2) ≤ g γ ∧ g γ ≤ 1 := by
  constructor
  · have h0 : 1 / √(1 + γ ^ 2) = 4 / π * ∫ y in (0 : ℝ)..1,
        √((1 - y ^ 2) / (1 + 0 ^ 2 * y ^ 2)) / √(1 + γ ^ 2) := by
      rw [intervalIntegral.integral_div, ← mul_div_assoc]
      change _ = g 0 / _
      rw [g_zero]
    rw [h0]
    unfold g
    refine mul_le_mul_of_nonneg_left ?_ (by positivity)
    refine intervalIntegral.integral_mono_on zero_le_one
      (((continuous_integrand 0).div_const _).intervalIntegrable _ _)
      ((continuous_integrand γ).intervalIntegrable _ _) ?_
    intro y hy
    have hy2 : 0 ≤ 1 - y ^ 2 := by nlinarith [hy.1, hy.2]
    have e : (1 - y ^ 2) / (1 + 0 ^ 2 * y ^ 2) = 1 - y ^ 2 := by norm_num
    rw [e, ← Real.sqrt_div hy2]
    exact Real.sqrt_le_sqrt (div_le_div_of_nonneg_left hy2 (by positivity)
      (by nlinarith [sq_nonneg γ]))
  · rw [← g_zero]
    exact g_strictAntiOn.antitoneOn (mem_Ici.2 le_rfl) (mem_Ici.2 hγ) hγ

/-- The integral of `γ / √(1 + γ² y²)` over the unit interval is `arsinh γ`. -/
theorem integral_arsinh (γ : ℝ) :
    ∫ y in (0 : ℝ)..1, γ / √(1 + γ ^ 2 * y ^ 2) = arsinh γ := by
  have hc : Continuous fun y : ℝ => γ / √(1 + γ ^ 2 * y ^ 2) :=
    Continuous.div continuous_const (by fun_prop)
      (fun y => (Real.sqrt_pos.2 (by positivity)).ne')
  have hd : ∀ y ∈ uIcc (0 : ℝ) 1,
      HasDerivAt (fun y => arsinh (γ * y)) (γ / √(1 + γ ^ 2 * y ^ 2)) y := by
    intro y _
    have h2 : HasDerivAt (fun y : ℝ => γ * y) γ y :=
      ((hasDerivAt_id' y).const_mul γ).congr_deriv (mul_one γ)
    exact ((Real.hasDerivAt_arsinh (γ * y)).comp y h2).congr_deriv
      (by rw [mul_pow]; ring)
  rw [intervalIntegral.integral_eq_sub_of_hasDerivAt hd (hc.intervalIntegrable _ _)]
  simp

/-- For every `γ ≥ 0`, the quantity `(π/4) γ g(γ)` lies between `arsinh γ - 1` and
`arsinh γ`. -/
theorem g_arsinh_bounds {γ : ℝ} (hγ : 0 ≤ γ) :
    arsinh γ - 1 ≤ π / 4 * (γ * g γ) ∧ π / 4 * (γ * g γ) ≤ arsinh γ := by
  have hr : ∀ y : ℝ, 0 < √(1 + γ ^ 2 * y ^ 2) := fun y => Real.sqrt_pos.2 (by positivity)
  have hc : Continuous fun y : ℝ => γ / √(1 + γ ^ 2 * y ^ 2) :=
    Continuous.div continuous_const (by fun_prop) (fun y => (hr y).ne')
  have hg := (continuous_integrand γ).const_mul γ
  have key : π / 4 * (γ * g γ) =
      ∫ y in (0 : ℝ)..1, γ * √((1 - y ^ 2) / (1 + γ ^ 2 * y ^ 2)) := by
    rw [intervalIntegral.integral_const_mul]
    unfold g
    field_simp
  have hlow : ∫ y in (0 : ℝ)..1, (γ / √(1 + γ ^ 2 * y ^ 2) - 1) = arsinh γ - 1 := by
    rw [intervalIntegral.integral_sub (hc.intervalIntegrable _ _)
      (continuous_const.intervalIntegrable _ _), integral_arsinh]
    simp
  rw [key]
  constructor
  · rw [← hlow]
    refine intervalIntegral.integral_mono_on zero_le_one
      ((hc.sub continuous_const).intervalIntegrable _ _) (hg.intervalIntegrable _ _) ?_
    intro y hy
    have hy2 : 0 ≤ 1 - y ^ 2 := by nlinarith [hy.1, hy.2]
    -- the chord lies below the circle
    have h1 : 1 - y ≤ √(1 - y ^ 2) :=
      (le_abs_self _).trans (Real.abs_le_sqrt (by nlinarith [hy.1, hy.2]))
    have h2 : γ * y ≤ √(1 + γ ^ 2 * y ^ 2) :=
      (le_abs_self _).trans (Real.abs_le_sqrt (by nlinarith))
    have h3 := mul_le_mul_of_nonneg_left h1 hγ
    rw [Real.sqrt_div hy2, ← mul_div_assoc, le_div_iff₀ (hr y), sub_mul,
      div_mul_cancel₀ _ (hr y).ne']
    linarith
  · rw [← integral_arsinh]
    refine intervalIntegral.integral_mono_on zero_le_one
      (hg.intervalIntegrable _ _) (hc.intervalIntegrable _ _) ?_
    intro y hy
    have hy2 : 0 ≤ 1 - y ^ 2 := by nlinarith [hy.1, hy.2]
    have h1 : √(1 - y ^ 2) ≤ 1 := Real.sqrt_le_iff.2 ⟨by norm_num, by nlinarith⟩
    rw [Real.sqrt_div hy2, ← mul_div_assoc, div_le_div_iff_of_pos_right (hr y)]
    nlinarith

/-- For `γ ≥ 1`, the quantity `(π/4) γ g(γ)` lies between `ln γ - 1` and `ln γ + 2`. -/
theorem g_log_bounds {γ : ℝ} (hγ : 1 ≤ γ) :
    log γ - 1 ≤ π / 4 * (γ * g γ) ∧ π / 4 * (γ * g γ) ≤ log γ + 2 := by
  have h0 : 0 < γ := by linarith
  obtain ⟨h1, h2⟩ := g_arsinh_bounds h0.le
  have h3 : log γ ≤ arsinh γ := by
    unfold Real.arsinh
    exact Real.log_le_log h0 (by linarith [Real.sqrt_nonneg (1 + γ ^ 2)])
  have h4 : arsinh γ ≤ log (3 * γ) := by
    have hs : √(1 + γ ^ 2) ≤ 2 * γ := Real.sqrt_le_iff.2 ⟨by linarith, by nlinarith⟩
    unfold Real.arsinh
    exact Real.log_le_log (by positivity) (by linarith)
  rw [Real.log_mul (by norm_num) h0.ne'] at h4
  have h5 : log 3 ≤ 3 - 1 := Real.log_le_sub_one_of_pos (by norm_num)
  constructor <;> linarith

/-- For a large Keldysh parameter, `γ g(γ) / ln γ` tends to `4/π`. -/
theorem g_multiphoton_limit :
    Tendsto (fun γ => γ * g γ / log γ) atTop (𝓝 (4 / π)) := by
  have T : Tendsto (fun γ : ℝ => (log γ)⁻¹) atTop (𝓝 0) :=
    tendsto_inv_atTop_zero.comp Real.tendsto_log_atTop
  have hl := (T.const_sub 1).const_mul (4 / π)
  have hu := ((T.const_mul 2).const_add 1).const_mul (4 / π)
  rw [sub_zero, mul_one] at hl
  rw [mul_zero, add_zero, mul_one] at hu
  have e : ∀ γ : ℝ, γ * g γ / log γ = 4 / π * (π / 4 * (γ * g γ) / log γ) := by
    intro γ
    have : 4 / π * (π / 4) = 1 := by field_simp
    linear_combination (-(γ * g γ / log γ)) * this
  refine tendsto_of_tendsto_of_tendsto_of_le_of_le' hl hu ?_ ?_
  all_goals
    filter_upwards [eventually_gt_atTop 1] with γ hγ
    have hL : 0 < log γ := Real.log_pos hγ
    have hi : (log γ)⁻¹ * log γ = 1 := inv_mul_cancel₀ hL.ne'
    obtain ⟨h1, h2⟩ := g_log_bounds hγ.le
    rw [e]
    refine mul_le_mul_of_nonneg_left ?_ (by positivity)
  · rw [le_div_iff₀ hL]
    linarith
  · rw [div_le_iff₀ hL]
    linarith

/-- For positive `m`, `ω` and `F` with `F ≤ m ω`, the pair-creation factor equals the power `(F / (m
ω)) ^ (4 m / ω)` up to a factor between `exp (-8 m / ω)` and `exp (4 m / ω)`. -/
theorem pairFactor_power_law {m ω F : ℝ} (hm : 0 < m) (hω : 0 < ω) (hF : 0 < F)
    (h : F ≤ m * ω) :
    exp (-(8 * (m / ω))) * (F / (m * ω)) ^ (4 * (m / ω)) ≤ pairFactor m ω F ∧
      pairFactor m ω F ≤ exp (4 * (m / ω)) * (F / (m * ω)) ^ (4 * (m / ω)) := by
  have hN : 0 ≤ 4 * (m / ω) := by positivity
  obtain ⟨h1, h2⟩ := g_log_bounds ((one_le_div hF).2 h)
  have h3 := mul_le_mul_of_nonneg_left h1 hN
  have h4 := mul_le_mul_of_nonneg_left h2 hN
  -- the exponent in terms of the number m / ω and the Keldysh parameter
  have e : π * m ^ 2 / F * g (m * ω / F) =
      4 * (m / ω) * (π / 4 * (m * ω / F * g (m * ω / F))) := by
    generalize g (m * ω / F) = G
    field_simp
  have hlog : log (F / (m * ω)) = -log (m * ω / F) := by
    rw [← Real.log_inv, inv_div]
  unfold pairFactor
  rw [e, Real.rpow_def_of_pos (by positivity), hlog, ← Real.exp_add, ← Real.exp_add,
    Real.exp_le_exp, Real.exp_le_exp]
  constructor <;> linarith

end

end BrezinItzykson
```

```lean
#print axioms BrezinItzykson.g_strictAntiOn
#print axioms BrezinItzykson.g_tunnelling_bounds
#print axioms BrezinItzykson.g_multiphoton_limit
#print axioms BrezinItzykson.pairFactor_power_law
```

```
'BrezinItzykson.g_strictAntiOn' depends on axioms: [propext, Classical.choice, Quot.sound]
'BrezinItzykson.g_tunnelling_bounds' depends on axioms: [propext, Classical.choice, Quot.sound]
'BrezinItzykson.g_multiphoton_limit' depends on axioms: [propext, Classical.choice, Quot.sound]
'BrezinItzykson.pairFactor_power_law' depends on axioms: [propext, Classical.choice, Quot.sound]
```

## How the theorems read, and how they are proved

The definition `g` is the integral above for a real argument `γ`, with `√` the real square root. The definition `pairFactor` takes the mass, the frequency and the force $F=eE$ as real numbers in natural units, so the charge enters only through `F`.

- `g_zero` is the static value. Mathlib supplies the area of the half disc, $\int_{-1}^1\sqrt{1-x^2}\,dx=\pi/2$. The proof splits this integral at zero and reflects one half onto the other.
- `g_strictAntiOn` says that `g` is strictly decreasing on `Ici 0`, the half-line $[0,\infty)$. It uses `continuous_integrand`, which holds because the denominator never vanishes.
- `g_tunnelling_bounds` is the first pair of bounds. For the lower bound it writes $1/\sqrt{1+\gamma^2}$ as an integral by means of `g_zero`, then compares integrands. The upper bound follows from `g_strictAntiOn` and `g_zero`.
- `integral_arsinh` is the fundamental theorem of calculus applied to $\operatorname{arsinh}(\gamma y)$.
- `g_arsinh_bounds` carries out the two pointwise comparisons. Its steps `h1` and `h2` in the lower half are $1-y\le\sqrt{1-y^2}$ and $\gamma y\le R(y)$.
- `g_log_bounds` replaces arsinh by the logarithm for $\gamma\ge1$.
- `g_multiphoton_limit` states the limit: `atTop` means $\gamma\to\infty$, and `𝓝 (4 / π)` stands for the neighbourhoods of the limit value. The proof squeezes the ratio between the two expressions displayed above.
- `pairFactor_power_law` is the two-sided power law. The equation `e` in its proof is the rewritten exponent, and the power has a real exponent, so $4m/\omega$ need not be an integer.

### One strict point is enough

The strict decrease turns on the Mathlib lemma `intervalIntegral.integral_lt_integral_of_continuousOn_of_le_of_exists_lt`. It asks for two functions continuous on the closed interval, a pointwise inequality $\le$, and a single point where the inequality is strict. It returns a strict inequality between the integrals.

A demand for strictness everywhere on $[0,1]$ could not be met here: at $y=0$ both integrands equal 1, and at $y=1$ both vanish. The file therefore offers the point `1 / 2`. Continuity carries the strict inequality to a small interval around that point, which has positive length. For discontinuous functions one point would count for nothing in the integral.

### Strong fields break the power law

The condition $F\le m\omega$ in `pairFactor_power_law` can't simply be dropped. Take $m=100\,\omega$ and $F=e^3m\omega$, which is about $m^2/5$. The claimed lower bound would be $e^{-800}\,(e^3)^{400}=e^{400}$, but $P\le1$, because the exponent $-\pi m^2g/F$ is not positive. Here $\gamma=e^{-3}$ is small, and the multiphoton power is the wrong description.

The restriction to $\gamma\ge0$ in the monotonicity theorem matters as well. The integrand contains only $\gamma^2$, so $g(-1)=g(1)$, and `g` can't be strictly decreasing on the whole real line.

### An exponent, not a rate

The formula for $P$ is taken as a definition. It stands for the semiclassical exponential suppression of pair creation in a spatially uniform electric field that oscillates along a fixed direction with one frequency. The semiclassical treatment assumes $\omega\ll m$ and $F\ll m^2$; the theorems about $P$ hold without these conditions, but its physical meaning does not. Its derivation from the Dirac equation is not part of the file, and neither are the prefactor of the rate, the momentum spectrum, pulse shapes or the back-reaction of the created pairs.

The constants in the power law don't depend on $F$, but they are far apart: their ratio is $e^{12m/\omega}$. At fixed $m$ and $\omega$ the bounds therefore fix the scaling with $F$ over many decades of field strength, and they don't give an accurate value of $P$ at one field. For that, a code can evaluate the integral numerically, and the arsinh bounds then serve as a check.

The theorems concern exact real numbers. Rounding and quadrature errors have to be estimated separately, and a numerical value that satisfies the bounds may still be inaccurate within them.
